# Unique self-consistent dipoles in a star of one centre and n outer sites, away from na² = 1

A central dipole c is coupled with one real strength a to each of n outer dipoles oᵢ, which do not couple to one another; all have the same bare moment p, and the moments are real scalars. Self-consistency means c = p − a ∑ oᵢ and oᵢ = p − ac for every i. The theorem `equilibrium_iff` says that, when na² ≠ 1, these equations hold exactly when c = p(1 − na)/(1 − na²) and every oᵢ = p(1 − a)/(1 − na²). For the forward direction the attempt sums the outer equations, puts the result into the central one and solves for c, then for the oᵢ; for the converse it clears the denominators and checks the two equations.

The failing Lean file:

```lean
import Mathlib

open Finset

namespace StarDipoleEnhancement

noncomputable section

/-- Self-consistency of a central dipole `c` and outer dipoles `o i` with bare moment `p`: the
coupling `a` links the centre to every outer dipole, and no outer dipoles to each other. -/
def IsEquilibrium {n : ℕ} (p a c : ℝ) (o : Fin n → ℝ) : Prop :=
  c = p - a * ∑ i, o i ∧ ∀ i, o i = p - a * c

/-- Away from `n a² = 1` the self-consistency equations have exactly one solution, given here
in closed form. -/
theorem equilibrium_iff {n : ℕ} {p a c : ℝ} {o : Fin n → ℝ} (hs : n * a ^ 2 ≠ 1) :
    IsEquilibrium p a c o ↔
      c = p * (1 - n * a) / (1 - n * a ^ 2) ∧
        ∀ i, o i = p * (1 - a) / (1 - n * a ^ 2) := by
  have hd : 1 - n * a ^ 2 ≠ 0 := sub_ne_zero.mpr (Ne.symm hs)
  constructor
  · intro h
    have hS : ∑ i, o i = n * (p - a * c) :=
      (Finset.sum_congr rfl fun i _ => h.2 i).trans (by simp)
    -- eliminate the outer dipoles from the central equation
    have hc : c * (1 - n * a ^ 2) = p * (1 - n * a) := by
      have h1 := h.1
      rw [hS] at h1
      linear_combination h1
    refine ⟨(eq_div_iff hd).mpr hc, fun i => ?_⟩
    rw [h.2 i, eq_div_iff hd]
    linear_combination (-a) * hc
  · rintro ⟨hc, ho⟩
    have hcD := (eq_div_iff hd).mp hc
    have hoD := fun i => (eq_div_iff hd).mp (ho i)
    have hSD : (∑ i, o i) * (1 - n * a ^ 2) = n * (p * (1 - a)) := by
      rw [Finset.sum_mul]
      exact (Finset.sum_congr rfl fun i _ => hoD i).trans (by simp)
    refine ⟨mul_right_cancel₀ hd ?_, fun i => mul_right_cancel₀ hd ?_⟩
    · linear_combination hcD + a * hSD
    · linear_combination hoD i + a * hcD

end

end StarDipoleEnhancement
```

Compiling this gives:

```
Main.lean:24:53: error: unsolved goals
n : ℕ
p a c : ℝ
o : Fin n → ℝ
hs : ↑n * a ^ 2 ≠ 1
hd : 1 - ↑n * a ^ 2 ≠ 0
h : IsEquilibrium p a c o
⊢ ↑n * p - ↑n * (a * c) = ↑n * (p - a * c)
```

The repair, with which the file compiles:

```diff
@@ -22,5 +22,5 @@
   · intro h
     have hS : ∑ i, o i = n * (p - a * c) :=
-      (Finset.sum_congr rfl fun i _ => h.2 i).trans (by simp)
+      (Finset.sum_congr rfl fun i _ => h.2 i).trans (by simp; ring)
     -- eliminate the outer dipoles from the central equation
     have hc : c * (1 - n * a ^ 2) = p * (1 - n * a) := by
```

The error is in the proof of `hS`, the formula for the sum of the outer dipoles. After `Finset.sum_congr` has replaced each `o i` by `p - a * c`, it remains to show that the sum of this constant over `Fin n` is `n * (p - a * c)`.

`simp` does evaluate the sum, but it splits it across the subtraction, so the left side becomes `↑n * p - ↑n * (a * c)`. The right side keeps its factored form `↑n * (p - a * c)`. The two are equal by distributivity, but `simp` does not expand the product here, and the goal is left unsolved.

The diff adds `ring` after `simp`. It proves identities in commutative rings such as this one, and so closes the remaining goal.
